# In jellium, the self-energy plus lost background attraction of a unit charge spread evenly over a ball is least at the Wigner–Seitz radius

The potential of a ball of charge can be defined by a three-dimensional Coulomb integral or by a sum over spherical shells. The file below takes the shells. A unit charge on a shell of radius $s$ is given the potential $1/\max(r,s)$ at distance $r$ from the centre: constant inside the shell, and that of a point charge outside it. This is Newton's shell theorem, used here as part of the definition and not derived from $1/|\mathbf r-\mathbf r'|$. Every quantity then becomes a one-dimensional radial integral.

The physical setting is a point charge of unit magnitude in a uniform background of opposite sign. Spread the charge evenly over a ball of radius $a$. Two energies are then charged to the smearing: the self-energy of the ball, which is not counted for a point charge, and the attraction to the background that is lost because the smeared potential is weaker than $1/r$ near the centre. Their sum turns out to be

$$\frac{3}{5a}+\frac{3a^2}{10\,r_s^3},$$

where $r_s$ is the Wigner–Seitz radius, the radius of a sphere that holds one unit of background charge. Its minimum over $a>0$ is $9/(10\,r_s)$, reached only at $a=r_s$. Units are atomic, so that two unit charges at distance $r$ have interaction energy of magnitude $1/r$.

For classical point charges, all of unit size and of the same sign, in a rigid uniform background of opposite sign, minus this sum is a lower bound on the total electrostatic energy per particle, the self-energy of the background included. This holds for every $a>0$, so the minimum gives the best bound of this form. That application needs a separate argument about many charges, which the file does not contain.

## The charge, its potential and its energy as radial integrals

```lean
import Mathlib

open Real Set MeasureTheory

noncomputable section

namespace SmearedChargeJellium
```

The first line loads Mathlib, the mathematical library that supplies real numbers, derivatives and integrals. The `open` line allows short names such as `π`. In what follows, a `def` introduces a quantity, and a `theorem` makes a statement whose proof follows the sign `:=`.

```lean
/-- Density of a unit charge spread uniformly over a ball of radius `a > 0`. -/
def density (a : ℝ) : ℝ := 3 / (4 * π * a ^ 3)
```

This is the density of a unit charge in a ball of radius $a$:

$$\rho_a=\frac{3}{4\pi a^3}.$$

The definition accepts any real number `a`. The physical condition $a>0$ appears later, as a hypothesis of the theorems.

```lean
/-- Electrostatic potential at distance `r ≥ 0` from the centre of the uniform ball of radius
`a > 0`, summed over shells of radius `s`, each with kernel `1 / max r s`. -/
def potential (a r : ℝ) : ℝ :=
  ∫ s in (0 : ℝ)..a, 4 * π * s ^ 2 * density a / max r s
```

In ordinary notation,

$$V_a(r)=\int_0^a \frac{4\pi s^2\rho_a}{\max(r,s)}\,ds .$$

The factor $4\pi s^2\rho_a\,ds$ is the charge on the shell between $s$ and $s+ds$, and $1/\max(r,s)$ is the shell kernel described above.

```lean
/-- Electrostatic self-energy of the uniform ball of radius `a > 0`: half the integral of
density times potential. -/
def selfEnergy (a : ℝ) : ℝ :=
  1 / 2 * ∫ r in (0 : ℝ)..a, 4 * π * r ^ 2 * density a * potential a r
```

The self-energy is half the integral of density times potential,

$$U_a=\frac12\int_0^a 4\pi r^2\rho_a V_a(r)\,dr ,$$

where the factor $\tfrac12$ prevents each pair of charge elements from being counted twice.

```lean
/-- Integral over all space of the point-charge potential `1 / r` minus the potential of the
uniform ball of radius `a > 0`. -/
def potentialDeficit (a : ℝ) : ℝ :=
  ∫ r in Ioi (0 : ℝ), 4 * π * r ^ 2 * (1 / r - potential a r)
```

The deficit compares the point charge with the smeared one over all space:

$$D_a=\int_0^\infty 4\pi r^2\left(\frac1r-V_a(r)\right)dr .$$

`Ioi (0 : ℝ)` is the open half-line $(0,\infty)$. The background is thus idealised as infinite and perfectly uniform.

```lean
/-- Cost of smearing a unit charge over radius `a > 0` in a background with Wigner-Seitz radius
`rs > 0`: the self-energy plus the background density times the potential deficit. -/
def smearingCost (a rs : ℝ) : ℝ := selfEnergy a + density rs * potentialDeficit a
```

The cost is $C(a,r_s)=U_a+\rho_{r_s}D_a$. In Lean, $r_s$ is written `rs`; its subscript has nothing to do with the shell radius $s$. The same function `density` serves twice: `density a` is the density of the smeared charge, and `density rs` is that of the background, one unit of charge per Wigner–Seitz sphere. The cost is defined through the integrals, so the closed formula above remains to be proved.

## One integral for all the radial sums

```lean
/-- The radial integral of a polynomial with linear, quadratic and quartic terms. -/
theorem integral_radial (p q t x y : ℝ) :
    ∫ r in x..y, (p * r + q * r ^ 2 + t * r ^ 4) =
      p * (y ^ 2 - x ^ 2) / 2 + q * (y ^ 3 - x ^ 3) / 3 + t * (y ^ 5 - x ^ 5) / 5 := by
  have h : ∀ r ∈ uIcc x y, HasDerivAt
      (fun r : ℝ => p / 2 * r ^ 2 + q / 3 * r ^ 3 + t / 5 * r ^ 5)
      (p * r + q * r ^ 2 + t * r ^ 4) r := by
    intro r _
    have h2 := (hasDerivAt_pow 2 r).const_mul (p / 2)
    have h3 := (hasDerivAt_pow 3 r).const_mul (q / 3)
    have h5 := (hasDerivAt_pow 5 r).const_mul (t / 5)
    refine ((h2.fun_add h3).fun_add h5).congr_deriv ?_
    push_cast
    ring
  have hc : Continuous fun r : ℝ => p * r + q * r ^ 2 + t * r ^ 4 := by fun_prop
  rw [intervalIntegral.integral_eq_sub_of_hasDerivAt h (hc.intervalIntegrable x y)]
  ring
```

For any real coefficients $p,q,t$ and limits $x,y$,

$$\int_x^y (pr+qr^2+tr^4)\,dr=\frac{p(y^2-x^2)}2+\frac{q(y^3-x^3)}3+\frac{t(y^5-x^5)}5 .$$

By hand, one notes that $\tfrac p2r^2+\tfrac q3r^3+\tfrac t5r^5$ has the integrand as its derivative, and takes the difference of its values at the limits. The proof does the same. The step `h` establishes the derivative from the power rule, `hc` supplies the continuity that makes the integrand integrable, and the line with `rw` applies the fundamental theorem of calculus. The closing `ring` checks the remaining polynomial algebra. Every later integral is brought to this form.

## The potential inside and outside the ball

```lean
/-- Inside the ball, centre included, the potential is `3/(2a) - r²/(2a³)`. -/
theorem potential_interior {a r : ℝ} (ha : 0 < a) (hr : 0 ≤ r) (hra : r ≤ a) :
    potential a r = 3 / (2 * a) - r ^ 2 / (2 * a ^ 3) := by
  have hpi := Real.pi_pos
  -- shells outside the field point act with kernel `1 / s`
  have outer : ∀ s ∈ uIcc r a, 4 * π * s ^ 2 * density a / max r s =
      4 * π * density a * s + 0 * s ^ 2 + 0 * s ^ 4 := by
    intro s hs
    rw [uIcc_of_le hra] at hs
    rw [max_eq_right hs.1]
    rcases eq_or_ne s 0 with h0 | h0
    · simp [h0]
    · field_simp
      ring
  rcases hr.eq_or_lt with h0 | hpos
  · subst h0
    rw [potential, intervalIntegral.integral_congr outer, integral_radial, density]
    field_simp
    ring
  · -- shells inside the field point act as if concentrated at the centre
    have inner : ∀ s ∈ uIcc 0 r, 4 * π * s ^ 2 * density a / max r s =
        0 * s + 4 * π * density a / r * s ^ 2 + 0 * s ^ 4 := by
      intro s hs
      rw [uIcc_of_le hr] at hs
      rw [max_eq_left hs.2]
      ring
    have hc : Continuous fun s : ℝ => 4 * π * s ^ 2 * density a / max r s :=
      Continuous.div (by fun_prop) (by fun_prop) fun s => (lt_max_of_lt_left hpos).ne'
    rw [potential, ← intervalIntegral.integral_add_adjacent_intervals
      (hc.intervalIntegrable 0 r) (hc.intervalIntegrable r a),
      intervalIntegral.integral_congr inner, intervalIntegral.integral_congr outer,
      integral_radial, integral_radial, density]
    field_simp
    ring
```

The hypotheses in parentheses say $a>0$ and $0\le r\le a$, so the centre and the surface are both included. The claim is

$$V_a(r)=\frac{3}{2a}-\frac{r^2}{2a^3}.$$

Since $4\pi\rho_a=3/a^3$, splitting the shells at the field point gives

$$V_a(r)=\frac{3}{a^3}\left[\frac1r\int_0^r s^2\,ds+\int_r^a s\,ds\right]
=\frac{3}{a^3}\left[\frac{r^2}{3}+\frac{a^2-r^2}{2}\right]
=\frac{3}{2a}-\frac{r^2}{2a^3}.$$

At $r=0$ there are no inner shells, and the second integral alone gives $3/(2a)$.

The Lean proof has the same two parts. `outer` says that for $s\ge r$ the integrand is $4\pi\rho_a s$, and `inner` says that for $s\le r$ it is $4\pi\rho_a s^2/r$. The centre is treated first, using `outer` alone. There the integrand at $s=0$ reads $0/0$, which Lean sets to $0$, in agreement with the limit. For $r>0$ the denominator never vanishes, so the integrand is continuous (`hc`) and the integral may be split at $r$. After `integral_radial` has evaluated both parts, `field_simp` clears the denominators and `ring` verifies the resulting identity.

```lean
/-- Outside the ball the potential is that of a unit point charge. -/
theorem potential_exterior {a r : ℝ} (ha : 0 < a) (har : a ≤ r) :
    potential a r = 1 / r := by
  have hpi := Real.pi_pos
  have hr : 0 < r := ha.trans_le har
  have inner : ∀ s ∈ uIcc 0 a, 4 * π * s ^ 2 * density a / max r s =
      0 * s + 4 * π * density a / r * s ^ 2 + 0 * s ^ 4 := by
    intro s hs
    rw [uIcc_of_le ha.le] at hs
    rw [max_eq_left (hs.2.trans har)]
    ring
  rw [potential, intervalIntegral.integral_congr inner, integral_radial, density]
  field_simp
  ring
```

For $r\ge a>0$ every shell lies within the field point, so the kernel is $1/r$ throughout:

$$V_a(r)=\frac1r\cdot\frac{3}{a^3}\int_0^a s^2\,ds=\frac1r .$$

The proof needs only the `inner` rewriting. At the surface $r=a$ both theorems apply, and both give $1/a$.

```lean
/-- Inside the ball the point-charge potential exceeds the smeared one by
`(a - r)² (2a + r) / (2 a³ r)`. -/
theorem pointwise_deficit {a r : ℝ} (hr : 0 < r) (hra : r ≤ a) :
    1 / r - potential a r = (a - r) ^ 2 * (2 * a + r) / (2 * a ^ 3 * r) := by
  have ha : 0 < a := hr.trans_le hra
  rw [potential_interior ha hr.le hra]
  field_simp
  ring
```

For $0<r\le a$, subtracting the interior potential from $1/r$ gives

$$\frac1r-\frac{3}{2a}+\frac{r^2}{2a^3}
=\frac{2a^3-3a^2r+r^3}{2a^3r}
=\frac{(a-r)^2(2a+r)}{2a^3r}.$$

The last step is checked by multiplying out $(a^2-2ar+r^2)(2a+r)$. Every factor on the right is non-negative, so smearing never raises the potential inside the ball. The square shows that the deficit reaches zero at the surface with zero slope. Lean obtains $a>0$ from $0<r\le a$, inserts the previous formula and confirms the algebra. The later proofs do not use this factorisation; it displays the sign of the deficit.

## Self-energy and integrated deficit

```lean
/-- The self-energy of the uniform ball is `3/(5a)`. -/
theorem selfEnergy_eq {a : ℝ} (ha : 0 < a) : selfEnergy a = 3 / (5 * a) := by
  have hpi := Real.pi_pos
  have h : ∀ r ∈ uIcc 0 a, 4 * π * r ^ 2 * density a * potential a r =
      0 * r + 4 * π * density a * (3 / (2 * a)) * r ^ 2
        + -(4 * π * density a / (2 * a ^ 3)) * r ^ 4 := by
    intro r hr
    rw [uIcc_of_le ha.le] at hr
    rw [potential_interior ha hr.1 hr.2]
    ring
  rw [selfEnergy, intervalIntegral.integral_congr h, integral_radial, density]
  field_simp
  ring
```

Inserting the interior potential into the definition gives

$$U_a=\frac12\cdot\frac{3}{a^3}\int_0^a\left(\frac{3r^2}{2a}-\frac{r^4}{2a^3}\right)dr
=\frac{3}{2a^3}\left(\frac{a^2}{2}-\frac{a^2}{10}\right)=\frac{3}{5a}.$$

In the proof, `h` rewrites the integrand as a quadratic term plus a quartic term. This is allowed because only radii between $0$ and $a$ occur in the integral. `integral_radial` then evaluates it.

```lean
/-- The potential deficit integrated over all space is `2πa²/5`. -/
theorem potentialDeficit_eq {a : ℝ} (ha : 0 < a) :
    potentialDeficit a = 2 * π * a ^ 2 / 5 := by
  -- the exterior region contributes nothing
  have hout : ∀ r ∈ Ioi (0 : ℝ) \ Ioc 0 a,
      4 * π * r ^ 2 * (1 / r - potential a r) = 0 := by
    intro r hr
    have har : a ≤ r := le_of_not_ge fun h => hr.2 ⟨hr.1, h⟩
    rw [potential_exterior ha har, sub_self, mul_zero]
  have h : ∀ r ∈ uIcc 0 a, 4 * π * r ^ 2 * (1 / r - potential a r) =
      4 * π * r + -(6 * π / a) * r ^ 2 + 2 * π / a ^ 3 * r ^ 4 := by
    intro r hr
    rw [uIcc_of_le ha.le] at hr
    rw [potential_interior ha hr.1 hr.2]
    rcases eq_or_ne r 0 with h0 | h0
    · simp [h0]
    · field_simp
      ring
  rw [potentialDeficit, MeasureTheory.setIntegral_eq_of_subset_of_forall_sdiff_eq_zero measurableSet_Ioi
    Ioc_subset_Ioi_self hout, ← intervalIntegral.integral_of_le ha.le,
    intervalIntegral.integral_congr h, integral_radial]
  field_simp
  ring
```

Outside the ball the two potentials agree, so the integral over all space reduces to one over the ball:

$$D_a=\int_0^a\left(4\pi r-\frac{6\pi r^2}{a}+\frac{2\pi r^4}{a^3}\right)dr
=2\pi a^2-2\pi a^2+\frac{2\pi a^2}{5}=\frac{2\pi a^2}{5}.$$

The step `hout` states that the integrand vanishes at every positive radius outside the interval $(0,a]$, which Lean writes as `Ioc 0 a`. A Mathlib lemma then shrinks the domain of integration to that interval. The step `h` supplies the polynomial displayed above, with the endpoint $r=0$ checked separately, and `integral_radial` finishes the calculation.

## The cost and its unique minimum

```lean
/-- The smearing cost is `3/(5a) + 3a²/(10 rs³)`. -/
theorem smearingCost_eq {a rs : ℝ} (ha : 0 < a) (hrs : 0 < rs) :
    smearingCost a rs = 3 / (5 * a) + 3 * a ^ 2 / (10 * rs ^ 3) := by
  have hpi := Real.pi_pos
  rw [smearingCost, selfEnergy_eq ha, potentialDeficit_eq ha, density]
  field_simp
  ring
```

For $a>0$ and $r_s>0$, multiplying the deficit by the background density gives

$$\rho_{r_s}D_a=\frac{3}{4\pi r_s^3}\cdot\frac{2\pi a^2}{5}=\frac{3a^2}{10\,r_s^3},$$

and adding the self-energy yields

$$C(a,r_s)=\frac{3}{5a}+\frac{3a^2}{10\,r_s^3}.$$

The first term favours a large ball and the second a small one. The Lean proof substitutes the two preceding results and simplifies.

```lean
/-- The smearing cost equals `9/(10 rs)` at `a = rs` and is strictly larger at every other
positive smearing radius. -/
theorem smearingCost_minimum {rs : ℝ} (hrs : 0 < rs) :
    smearingCost rs rs = 9 / (10 * rs) ∧
      ∀ a : ℝ, 0 < a → a ≠ rs → 9 / (10 * rs) < smearingCost a rs := by
  constructor
  · rw [smearingCost_eq hrs hrs]
    field_simp
    ring
  · intro a ha hne
    -- the excess over the minimum has a double zero at `a = rs`
    have excess : smearingCost a rs - 9 / (10 * rs) =
        3 * (a - rs) ^ 2 * (a + 2 * rs) / (10 * a * rs ^ 3) := by
      rw [smearingCost_eq ha hrs]
      field_simp
      ring
    have hsq : 0 < (a - rs) ^ 2 := sq_pos_of_ne_zero (sub_ne_zero.mpr hne)
    have hpos : 0 < 3 * (a - rs) ^ 2 * (a + 2 * rs) / (10 * a * rs ^ 3) := by
      positivity
    linarith

end SmearedChargeJellium
```

The symbol `∧` means "and", and `∀` means "for all". The theorem therefore says, for every $r_s>0$, that $C(r_s,r_s)=9/(10\,r_s)$, and that every positive $a\ne r_s$ gives a strictly larger cost. Together these make $a=r_s$ the unique global minimiser among positive radii. At the optimum the smeared charge has the same density as the background.

A physicist would first set the derivative to zero:

$$-\frac{3}{5a^2}+\frac{3a}{5r_s^3}=0,\qquad\text{hence } a=r_s .$$

The value there is $3/(5r_s)+3/(10r_s)=9/(10\,r_s)$. The proof reaches the global statement without derivatives, by writing the excess over this value with a common denominator:

$$C(a,r_s)-\frac{9}{10\,r_s}
=\frac{6r_s^3+3a^3-9ar_s^2}{10\,a\,r_s^3}
=\frac{3(a-r_s)^2(a+2r_s)}{10\,a\,r_s^3}.$$

For $a>0$ and $a\ne r_s$, every factor on the right is positive, and so is the excess.

The command `constructor` splits the statement into its two halves. The first half is direct substitution. In the second, `excess` is the identity just displayed, and `hsq` records that the square is strictly positive because $a\ne r_s$. The tactic `positivity` combines the signs of the factors, and `linarith` turns a positive difference into the required inequality.

```lean
#print axioms SmearedChargeJellium.pointwise_deficit
-- 'SmearedChargeJellium.pointwise_deficit' depends on axioms: [propext, Classical.choice, Quot.sound]
#print axioms SmearedChargeJellium.selfEnergy_eq
-- 'SmearedChargeJellium.selfEnergy_eq' depends on axioms: [propext, Classical.choice, Quot.sound]
#print axioms SmearedChargeJellium.smearingCost_minimum
-- 'SmearedChargeJellium.smearingCost_minimum' depends on axioms: [propext, Classical.choice, Quot.sound]
```
